# Orbital circulation of a finite non-interacting system as a sum of two origin-independent parts

Let $H$, $X$, $Y$ be Hermitian matrices with $XY=YX$, let $P$ be an orthogonal projector with $HP=PH$, and put $Q=1-P$, $V_x=i[H,X]$, $V_y=i[H,Y]$. Then

$$\operatorname{tr}\,P(XV_y-YV_x)=\underbrace{-2\,\mathrm{Im}\operatorname{tr}(PXQHY)}_{L}\;\underbrace{-\,2\,\mathrm{Im}\operatorname{tr}(HPXQY)}_{I},$$

and $L$ and $I$ are each unchanged under $X\to X+a$, $Y\to Y+b$ with real $a,b$.

## Circulation and magnetic moment

$H$ is a one-particle Hamiltonian, $X$ and $Y$ are the position operators in the plane, and $P$ projects on the occupied states. With $\hbar=1$, $V_x$ and $V_y$ are the velocities. The left-hand side is the $z$ component of $\mathbf r\times\mathbf v$ summed over the occupied states; a factor proportional to the charge turns it into the orbital magnetic moment.

$L$ is called the local part and $I$ the itinerant part. In both, $X$ enters only through $PXQ$, which connects occupied to empty states. For finite, non-interacting lattice models, where $X$ and $Y$ are diagonal in the sites, the identity gives a check on computed orbital moments. In a general finite basis of orbitals the matrices of $x$ and $y$ need not commute, and the identity can then fail. The modern theory of orbital magnetization also gives a bulk formula for crystals; the thermodynamic limit that connects it with finite samples is not taken here.

## Derivation of the two parts

**One trace.** Expanding the commutators gives

$$XV_y-YV_x=i(XHY-YHX)-i(XY-YX)H,$$

and the last term vanishes. Let $z=\operatorname{tr}(PXHY)$. Then $\bar z=\operatorname{tr}(YHXP)=\operatorname{tr}(PYHX)$, so the circulation is $i(z-\bar z)=-2\,\mathrm{Im}\,z$.

**Inserting $1=Q+P$ before $H$.** This gives $z=\operatorname{tr}(PXQHY)+\operatorname{tr}(PXPHY)$. The first term yields $L$. For the second, conjugation gives

$$\mathrm{Im}\operatorname{tr}(PXPHY)=-\mathrm{Im}\operatorname{tr}(HPXPY).$$

Moreover $\operatorname{tr}(HPXQY)=\operatorname{tr}(HPXY)-\operatorname{tr}(HPXPY)$, and $\operatorname{tr}(HPXY)$ is real, because its conjugate is $\operatorname{tr}(YXPH)=\operatorname{tr}(XYHP)=\operatorname{tr}(HPXY)$. Hence $\mathrm{Im}\operatorname{tr}(PXPHY)=\mathrm{Im}\operatorname{tr}(HPXQY)$, and the second term yields $I$.

**Moving the origin.** Since $PQ=0$, $P(X+a)Q=PXQ$. Shifting $Y$ adds to the two traces

$$b\operatorname{tr}(PXQH)=b\operatorname{tr}(XQPH)=0,\qquad b\operatorname{tr}(HPXQ)=b\operatorname{tr}(QPHX)=0.$$

**Moving the zero of energy.** Replacing $H$ by $H+\mu$, with $\mu$ real, adds $\mu\operatorname{tr}(PXQY)$ to both traces. This is real: it equals $\mu[\operatorname{tr}(PXY)-\operatorname{tr}(PXPY)]$, and each trace equals its own conjugate. So $L$ and $I$ do not change.

**Exchanging occupied and empty states.** The conjugate of $\operatorname{tr}(PXQHY)$ is $\operatorname{tr}(YHQXP)=\operatorname{tr}(HQXPY)$. Therefore $I(Q)=-L(P)$, where the argument names the projector on the occupied states.

## Two sites carry no circulation, three can

On two sites, commuting Hermitian $X$ and $Y$ are linearly dependent together with the identity. After a shift of origin, either $X=0$ or $Y=cX$ with real $c$. In the second case the traces are $c\operatorname{tr}(PXQHX)$ and $c\operatorname{tr}(HPXQX)$, which are real because $QH$ and $HP$ are Hermitian. Both parts vanish.

Three sites suffice. Number them $0,1,2$, place them at $(0,0)$, $(1,0)$, $(0,1)$, and take the ring with $H_{01}=H_{12}=H_{20}=-i$ and the conjugate elements. The uniform state, with amplitudes $1/\sqrt3$, has energy $0$, between the levels $\pm\sqrt3$. If it alone is occupied,

$$\operatorname{tr}(PXHY)=P_{21}H_{12}=-\tfrac{i}{3}.$$

Since $HP=0$, this gives $L=2/3$ and $I=0$. Filling the other two states instead gives itinerant part $-2/3$.

## A non-stationary projector breaks the sum

Drop $HP=PH$ and take two sites with

$$X=Y=\begin{pmatrix}1&0\\0&0\end{pmatrix},\quad P=\tfrac12\begin{pmatrix}1&1\\1&1\end{pmatrix},\quad H=\begin{pmatrix}0&-i\\i&0\end{pmatrix}.$$

The circulation is zero because $X=Y$. But both traces, $\operatorname{tr}(PXQHX)$ and $\operatorname{tr}(HPXQX)$, equal $-i/4$, so $L=I=1/2$ and the sum is $1$. The step that fails is the reality of $\operatorname{tr}(HPXY)$.

## The statement in Lean

Operators are `Matrix n n ℂ` over an arbitrary finite index type `n`. The definitions `velocity`, `circulation`, `localPart` and `itinerantPart` follow the formulas above, with `1 - P` for $Q$.

The main theorem is `circulation_eq_local_add_itinerant`. Its hypotheses `hP` and `hPP` make $P$ an orthogonal projector, and `hHP` makes the occupation stationary. The projector need not select the lowest levels. The circulation is a complex number, while the two parts are real; equating it to their sum, cast to `ℂ`, also says that its imaginary part is zero. The second half of the conclusion covers all real `a` and `b`.

The model has sharp occupations, no interactions and finite, commuting position matrices. Thermal occupations and periodic boundary conditions, where position is not such a matrix, are not covered.

```lean
import Mathlib

open Matrix

namespace OrbitalMagnetization

noncomputable section

variable {n : Type*} [Fintype n] [DecidableEq n]

/-- The velocity operator `i[H, X]` belonging to the position operator `X`. -/
def velocity (H X : Matrix n n ℂ) : Matrix n n ℂ := Complex.I • (H * X - X * H)

/-- The total circulation `tr (P (X Vy - Y Vx))` of the occupied states. -/
def circulation (P H X Y : Matrix n n ℂ) : ℂ :=
  (P * (X * velocity H Y - Y * velocity H X)).trace

/-- The local part `-2 Im tr (P X Q H Y)` with `Q = 1 - P`. -/
def localPart (P H X Y : Matrix n n ℂ) : ℝ :=
  -2 * (P * X * (1 - P) * H * Y).trace.im

/-- The itinerant part `-2 Im tr (H P X Q Y)` with `Q = 1 - P`. -/
def itinerantPart (P H X Y : Matrix n n ℂ) : ℝ :=
  -2 * (H * P * X * (1 - P) * Y).trace.im

omit [DecidableEq n] in
/-- If `B` has the same trace as the adjoint of `A`, the imaginary parts of the traces of
`A` and `B` are opposite. -/
theorem im_trace_of_adjoint {A B : Matrix n n ℂ} (h : Aᴴ.trace = B.trace) :
    B.trace.im = -A.trace.im := by
  rw [← h, Matrix.trace_conjTranspose, Complex.star_def, Complex.conj_im]

/-- For commuting position operators the circulation is `-2 Im tr (P X H Y)`. -/
theorem circulation_eq_im {P H X Y : Matrix n n ℂ} (hP : P.IsHermitian)
    (hH : H.IsHermitian) (hX : X.IsHermitian) (hY : Y.IsHermitian) (hXY : X * Y = Y * X) :
    circulation P H X Y = ((-2 * (P * X * H * Y).trace.im : ℝ) : ℂ) := by
  have h1 : P * (X * velocity H Y - Y * velocity H X)
      = Complex.I • (P * X * H * Y - P * Y * H * X) := by
    unfold velocity
    rw [mul_smul_comm, mul_smul_comm, ← smul_sub, mul_smul_comm]
    congr 1
    calc P * (X * (H * Y - Y * H) - Y * (H * X - X * H))
        = P * X * H * Y - P * Y * H * X - P * (X * Y - Y * X) * H := by noncomm_ring
      _ = P * X * H * Y - P * Y * H * X := by
        rw [hXY, sub_self, mul_zero, zero_mul, sub_zero]
  -- the two remaining traces are complex conjugates
  have h2 : (P * Y * H * X).trace = star (P * X * H * Y).trace := by
    calc (P * Y * H * X).trace = (P * (Y * H * X)).trace := by simp only [mul_assoc]
      _ = (Y * H * X * P).trace := Matrix.trace_mul_comm _ _
      _ = ((P * X * H * Y)ᴴ).trace := by
        simp only [conjTranspose_mul, hP.eq, hH.eq, hX.eq, hY.eq, mul_assoc]
      _ = star (P * X * H * Y).trace := Matrix.trace_conjTranspose _
  unfold circulation
  rw [h1, Matrix.trace_smul, Matrix.trace_sub, h2]
  apply Complex.ext
  · simp only [smul_eq_mul, Complex.mul_re, Complex.I_re, Complex.I_im, Complex.sub_re,
      Complex.sub_im, Complex.star_def, Complex.conj_re, Complex.conj_im, Complex.ofReal_re]
    ring
  · simp only [smul_eq_mul, Complex.mul_im, Complex.I_re, Complex.I_im, Complex.sub_re,
      Complex.sub_im, Complex.star_def, Complex.conj_re, Complex.conj_im, Complex.ofReal_im]
    ring

/-- The local part is unchanged when `X` and `Y` are shifted by multiples of the identity. -/
theorem localPart_shift {P H : Matrix n n ℂ} (hPP : P * P = P) (hHP : H * P = P * H)
    (X Y : Matrix n n ℂ) (a b : ℂ) :
    localPart P H (X + a • 1) (Y + b • 1) = localPart P H X Y := by
  have h0 : P * (1 - P) = 0 := by rw [mul_sub, mul_one, hPP, sub_self]
  have h1 : (1 - P) * P = 0 := by rw [sub_mul, one_mul, hPP, sub_self]
  have hx : P * (X + a • 1) * (1 - P) = P * X * (1 - P) := by
    rw [mul_add, add_mul, mul_smul_comm, mul_one, smul_mul_assoc, h0, smul_zero, add_zero]
  -- `Q H P = 0` removes the shift of `Y`
  have hy : (P * X * (1 - P) * H).trace = 0 := by
    calc (P * X * (1 - P) * H).trace = (P * (X * (1 - P) * H)).trace := by
          simp only [mul_assoc]
      _ = (X * (1 - P) * H * P).trace := Matrix.trace_mul_comm _ _
      _ = (X * ((1 - P) * (H * P))).trace := by simp only [mul_assoc]
      _ = 0 := by rw [hHP, ← mul_assoc (1 - P), h1, zero_mul, mul_zero, Matrix.trace_zero]
  unfold localPart
  rw [hx, mul_add, mul_smul_comm, mul_one, Matrix.trace_add, Matrix.trace_smul, hy,
    smul_zero, add_zero]

/-- The itinerant part is unchanged when `X` and `Y` are shifted by multiples of the
identity. -/
theorem itinerantPart_shift {P H : Matrix n n ℂ} (hPP : P * P = P) (hHP : H * P = P * H)
    (X Y : Matrix n n ℂ) (a b : ℂ) :
    itinerantPart P H (X + a • 1) (Y + b • 1) = itinerantPart P H X Y := by
  have h0 : P * (1 - P) = 0 := by rw [mul_sub, mul_one, hPP, sub_self]
  have h1 : (1 - P) * P = 0 := by rw [sub_mul, one_mul, hPP, sub_self]
  have hx : H * P * (X + a • 1) * (1 - P) = H * P * X * (1 - P) := by
    rw [mul_add, add_mul, mul_smul_comm, mul_one, smul_mul_assoc, mul_assoc H P (1 - P), h0,
      mul_zero, smul_zero, add_zero]
  have hy : (H * P * X * (1 - P)).trace = 0 := by
    rw [Matrix.trace_mul_comm, hHP, ← mul_assoc, ← mul_assoc, h1, zero_mul, zero_mul,
      Matrix.trace_zero]
  unfold itinerantPart
  rw [hx, mul_add, mul_smul_comm, mul_one, Matrix.trace_add, Matrix.trace_smul, hy,
    smul_zero, add_zero]

/-- The circulation of the occupied states is the sum of the local and the itinerant part,
and each part is unchanged when the origin of the coordinates is moved. -/
theorem circulation_eq_local_add_itinerant {P H X Y : Matrix n n ℂ} (hP : P.IsHermitian)
    (hPP : P * P = P) (hH : H.IsHermitian) (hX : X.IsHermitian) (hY : Y.IsHermitian)
    (hXY : X * Y = Y * X) (hHP : H * P = P * H) :
    circulation P H X Y = ((localPart P H X Y + itinerantPart P H X Y : ℝ) : ℂ) ∧
    ∀ a b : ℝ,
      localPart P H (X + (a : ℂ) • 1) (Y + (b : ℂ) • 1) = localPart P H X Y ∧
      itinerantPart P H (X + (a : ℂ) • 1) (Y + (b : ℂ) • 1) = itinerantPart P H X Y := by
  refine ⟨?_, fun a b => ⟨localPart_shift hPP hHP X Y a b, itinerantPart_shift hPP hHP X Y a b⟩⟩
  -- insert `1 = P + Q` next to the Hamiltonian
  have s1 : P * X * H * Y = P * X * (1 - P) * H * Y + P * X * P * H * Y := by noncomm_ring
  have s2 : H * P * X * (1 - P) * Y = H * P * (X * Y) - H * P * X * P * Y := by noncomm_ring
  have r1 : (H * P * (X * Y)).trace.im = -(H * P * (X * Y)).trace.im := by
    apply im_trace_of_adjoint
    calc ((H * P * (X * Y))ᴴ).trace = (Y * X * (P * H)).trace := by
          simp only [conjTranspose_mul, hP.eq, hH.eq, hX.eq, hY.eq]
      _ = (X * Y * (H * P)).trace := by rw [hXY, hHP]
      _ = (H * P * (X * Y)).trace := Matrix.trace_mul_comm _ _
  have r2 : (P * X * P * H * Y).trace.im = -(H * P * X * P * Y).trace.im := by
    apply im_trace_of_adjoint
    calc ((H * P * X * P * Y)ᴴ).trace = (Y * (P * X * P * H)).trace := by
          simp only [conjTranspose_mul, hP.eq, hH.eq, hX.eq, hY.eq, mul_assoc]
      _ = (P * X * P * H * Y).trace := Matrix.trace_mul_comm _ _
  rw [circulation_eq_im hP hH hX hY hXY]
  congr 1
  unfold localPart itinerantPart
  rw [s1, s2, Matrix.trace_add, Matrix.trace_sub, Complex.add_im, Complex.sub_im]
  linarith

/-- For a finite system with commuting position operators, `Im tr (P X Q Y)` vanishes. -/
theorem im_trace_PXQY {P X Y : Matrix n n ℂ} (hP : P.IsHermitian) (hX : X.IsHermitian)
    (hY : Y.IsHermitian) (hXY : X * Y = Y * X) : (P * X * (1 - P) * Y).trace.im = 0 := by
  have s : P * X * (1 - P) * Y = P * (X * Y) - P * X * P * Y := by noncomm_ring
  have r1 : (P * (X * Y)).trace.im = -(P * (X * Y)).trace.im := by
    apply im_trace_of_adjoint
    rw [conjTranspose_mul, conjTranspose_mul, hP.eq, hX.eq, hY.eq, ← hXY,
      Matrix.trace_mul_comm]
  have r2 : (P * X * P * Y).trace.im = -(P * X * P * Y).trace.im := by
    apply im_trace_of_adjoint
    calc ((P * X * P * Y)ᴴ).trace = (Y * (P * X * P)).trace := by
          simp only [conjTranspose_mul, hP.eq, hX.eq, hY.eq, mul_assoc]
      _ = (P * X * P * Y).trace := Matrix.trace_mul_comm _ _
  rw [s, Matrix.trace_sub, Complex.sub_im]
  linarith

/-- Both parts are unchanged when the zero of energy is moved by a real amount `μ`. -/
theorem parts_energy_shift {P X Y : Matrix n n ℂ} (hP : P.IsHermitian) (hX : X.IsHermitian)
    (hY : Y.IsHermitian) (hXY : X * Y = Y * X) (H : Matrix n n ℂ) (μ : ℝ) :
    localPart P (H + (μ : ℂ) • 1) X Y = localPart P H X Y ∧
    itinerantPart P (H + (μ : ℂ) • 1) X Y = itinerantPart P H X Y := by
  have h0 := im_trace_PXQY hP hX hY hXY
  have s1 : P * X * (1 - P) * (H + (μ : ℂ) • 1) * Y
      = P * X * (1 - P) * H * Y + (μ : ℂ) • (P * X * (1 - P) * Y) := by
    rw [mul_add, add_mul, mul_smul_comm, mul_one, smul_mul_assoc]
  have s2 : (H + (μ : ℂ) • 1) * P * X * (1 - P) * Y
      = H * P * X * (1 - P) * Y + (μ : ℂ) • (P * X * (1 - P) * Y) := by
    simp only [add_mul, smul_mul_assoc, one_mul]
  have h3 : ((μ : ℂ) • (P * X * (1 - P) * Y)).trace.im = 0 := by
    rw [Matrix.trace_smul, smul_eq_mul, Complex.mul_im, h0, Complex.ofReal_im, mul_zero,
      zero_mul, add_zero]
  unfold localPart itinerantPart
  rw [s1, s2, Matrix.trace_add, Matrix.trace_add, Complex.add_im, Complex.add_im, h3,
    add_zero, add_zero]
  exact ⟨rfl, rfl⟩

/-- The itinerant part of the empty states is minus the local part of the occupied states. -/
theorem itinerantPart_compl {P H X Y : Matrix n n ℂ} (hP : P.IsHermitian)
    (hH : H.IsHermitian) (hX : X.IsHermitian) (hY : Y.IsHermitian) :
    itinerantPart (1 - P) H X Y = -localPart P H X Y := by
  have hQ : (1 - P)ᴴ = 1 - P := by rw [conjTranspose_sub, conjTranspose_one, hP.eq]
  have h : (H * (1 - P) * X * P * Y).trace.im = -(P * X * (1 - P) * H * Y).trace.im := by
    apply im_trace_of_adjoint
    calc ((P * X * (1 - P) * H * Y)ᴴ).trace = (Y * (H * (1 - P) * X * P)).trace := by
          simp only [conjTranspose_mul, hQ, hP.eq, hH.eq, hX.eq, hY.eq, mul_assoc]
      _ = (H * (1 - P) * X * P * Y).trace := Matrix.trace_mul_comm _ _
  unfold itinerantPart localPart
  rw [sub_sub_cancel, h]
  ring

/-- Hamiltonian of a three-site ring with imaginary hopping. -/
def ringH : Matrix (Fin 3) (Fin 3) ℂ :=
  !![0, -Complex.I, Complex.I; Complex.I, 0, -Complex.I; -Complex.I, Complex.I, 0]

/-- The `x` coordinates of the sites `(0,0)`, `(1,0)`, `(0,1)`. -/
def ringX : Matrix (Fin 3) (Fin 3) ℂ := !![0, 0, 0; 0, 1, 0; 0, 0, 0]

/-- The `y` coordinates of the sites `(0,0)`, `(1,0)`, `(0,1)`. -/
def ringY : Matrix (Fin 3) (Fin 3) ℂ := !![0, 0, 0; 0, 0, 0; 0, 0, 1]

/-- Projector on the state with equal amplitudes on the three sites. -/
def ringP : Matrix (Fin 3) (Fin 3) ℂ := Matrix.of fun _ _ => (3 : ℂ)⁻¹

/-- The three-site ring meets all hypotheses; its uniform state has local part `2/3`, and the
complementary filling has itinerant part `-2/3`. -/
theorem ring_witness :
    ringP.IsHermitian ∧ ringP * ringP = ringP ∧ ringH.IsHermitian ∧ ringX.IsHermitian ∧
    ringY.IsHermitian ∧ ringX * ringY = ringY * ringX ∧ ringH * ringP = ringP * ringH ∧
    localPart ringP ringH ringX ringY = 2 / 3 ∧
    itinerantPart (1 - ringP) ringH ringX ringY = -(2 / 3) := by
  have hP : ringP.IsHermitian := by
    unfold Matrix.IsHermitian
    ext i j
    simp [ringP, Matrix.conjTranspose_apply]
  have hPP : ringP * ringP = ringP := by
    ext i j
    norm_num [ringP, Matrix.mul_apply, Fin.sum_univ_three]
  have hH : ringH.IsHermitian := by
    unfold Matrix.IsHermitian
    ext i j
    fin_cases i <;> fin_cases j <;> simp [ringH, Matrix.conjTranspose_apply]
  have hX : ringX.IsHermitian := by
    unfold Matrix.IsHermitian
    ext i j
    fin_cases i <;> fin_cases j <;> simp [ringX, Matrix.conjTranspose_apply]
  have hY : ringY.IsHermitian := by
    unfold Matrix.IsHermitian
    ext i j
    fin_cases i <;> fin_cases j <;> simp [ringY, Matrix.conjTranspose_apply]
  have hXY : ringX * ringY = ringY * ringX := by
    ext i j
    fin_cases i <;> fin_cases j <;>
      simp [ringX, ringY, Matrix.mul_apply, Fin.sum_univ_three]
  have hHP0 : ringH * ringP = 0 := by
    ext i j
    fin_cases i <;> simp [ringH, ringP, Matrix.mul_apply, Fin.sum_univ_three]
  have hPH0 : ringP * ringH = 0 := by
    ext i j
    fin_cases j <;> simp [ringH, ringP, Matrix.mul_apply, Fin.sum_univ_three]
  have ht : (ringP * ringX * ringH * ringY).trace = ((-1 / 3 : ℝ) : ℂ) * Complex.I := by
    simp [ringP, ringX, ringH, ringY, Matrix.trace_fin_three, Matrix.mul_apply,
      Fin.sum_univ_three]
    ring
  have hL : localPart ringP ringH ringX ringY = 2 / 3 := by
    have s : ringP * ringX * (1 - ringP) * ringH * ringY
        = ringP * ringX * ringH * ringY - ringP * ringX * (ringP * ringH) * ringY := by
      noncomm_ring
    unfold localPart
    rw [s, hPH0, mul_zero, zero_mul, sub_zero, ht, Complex.mul_im, Complex.ofReal_re,
      Complex.ofReal_im, Complex.I_re, Complex.I_im]
    norm_num
  exact ⟨hP, hPP, hH, hX, hY, hXY, hHP0.trans hPH0.symm, hL,
    by rw [itinerantPart_compl hP hH hX hY, hL]⟩

end

end OrbitalMagnetization
```

```lean
#print axioms OrbitalMagnetization.circulation_eq_local_add_itinerant
-- 'OrbitalMagnetization.circulation_eq_local_add_itinerant' depends on axioms: [propext, Classical.choice, Quot.sound]
#print axioms OrbitalMagnetization.parts_energy_shift
-- 'OrbitalMagnetization.parts_energy_shift' depends on axioms: [propext, Classical.choice, Quot.sound]
```

## How the proof follows the derivation

`im_trace_of_adjoint` carries the conjugation arguments that come after the reduction to one trace: if $\operatorname{tr}A^\dagger=\operatorname{tr}B$, the imaginary parts of $\operatorname{tr}A$ and $\operatorname{tr}B$ are opposite. When $A=B$, the trace is real.

`circulation_eq_im` is the reduction to one trace. Its step `h1` expands the commutators with `noncomm_ring`, which respects the order of factors, and then uses `hXY`. Step `h2` identifies the conjugate trace by taking the adjoint and applying `Matrix.trace_mul_comm`. Comparing real and imaginary parts finishes it.

`localPart_shift` and `itinerantPart_shift` remove the shift of $X$ in `hx` and that of $Y$ in `hy`. They hold even for complex shifts and use only $P^2=P$ and $HP=PH$.

In the main theorem, `s1` inserts $Q+P$ and `s2` expands $Q$ in the itinerant trace. Then `r1` states that $\operatorname{tr}(HPXY)$ is real, in the form "its imaginary part equals minus itself", and `r2` relates the two traces with $P$ in the middle. `linarith` combines these relations.

`im_trace_PXQY` supplies the real trace behind `parts_energy_shift`, and `itinerantPart_compl` is the exchange of occupied and empty states. `ring_witness` checks the ring's hypotheses entry by entry, computes $\operatorname{tr}(PXHY)$ in `ht`, and uses $PH=0$ to obtain the local part. The value for the complementary filling then follows from `itinerantPart_compl`.
